# For Poisson plural scattering recorded only up to order N, the log-ratio thickness of a film x mean free paths thick is low by at most x^(N+1)/(N+1)!

In electron energy-loss spectroscopy, a film's thickness in inelastic mean free paths can be estimated as the logarithm of the total intensity over the zero-loss intensity. If scattering events are independent, with Poisson statistics, and only orders 0 to N are recorded, each in full, this ratio is the finite sum S_N(x) = ∑ xⁿ/n!, where x is the true thickness and the zero-loss peak is scaled to 1. The theorem `deficit_le` states that for every real x ≥ 0 the shortfall x − ln S_N(x) is at most x^(N+1)/(N+1)!, the first omitted term. The attempt takes the bound minus the shortfall as a function of thickness, which is zero at thickness zero, and shows that its derivative is nonnegative from 0 to x because S_N is at least 1 there.

An attempt in Lean 4 with a fault in it:

```lean
import Mathlib

open Filter Topology Set
open scoped Nat

namespace DeficitLe

noncomputable section

/-- The truncated exponential sum `S_N(x)`, with the terms `x^n/n!` for `n = 0, ..., N`. -/
def pluralSum (N : ℕ) (x : ℝ) : ℝ := ∑ n ∈ Finset.range (N + 1), x ^ n / n !

private lemma one_le_pluralSum (N : ℕ) {x : ℝ} (hx : 0 ≤ x) : 1 ≤ pluralSum N x := by
  have h : 0 ≤ ∑ k ∈ Finset.range N, x ^ (k + 1) / ((k + 1)! : ℝ) :=
    Finset.sum_nonneg (fun k _ => by positivity)
  have h0 : x ^ 0 / ((0)! : ℝ) = 1 := by simp
  unfold pluralSum
  rw [Finset.sum_range_succ', h0]
  linarith

private lemma pluralSum_zero (N : ℕ) : pluralSum N 0 = 1 := by
  simp [pluralSum, Finset.sum_range_succ']

private lemma hasDerivAt_term (N : ℕ) (x : ℝ) :
    HasDerivAt (fun y : ℝ => y ^ (N + 1) / (N + 1)!) (x ^ N / N !) x := by
  refine ((hasDerivAt_pow (N + 1) x).div_const _).congr_deriv ?_
  have h1 : (N ! : ℝ) ≠ 0 := by positivity
  have h2 : (N : ℝ) + 1 ≠ 0 := by positivity
  rw [Nat.factorial_succ, Nat.add_sub_cancel]
  push_cast
  field_simp

/-- Differentiating `S_N` with respect to thickness removes its highest-order term. -/
theorem hasDerivAt_pluralSum (N : ℕ) (x : ℝ) :
    HasDerivAt (pluralSum N) (pluralSum N x - x ^ N / N !) x := by
  induction N with
  | zero =>
    have h : pluralSum 0 = fun _ => (1 : ℝ) := by
      funext y
      simp [pluralSum]
    rw [h]
    exact (hasDerivAt_const x (1 : ℝ)).congr_deriv (by simp)
  | succ N ih =>
    have h : pluralSum (N + 1) = fun y => pluralSum N y + y ^ (N + 1) / (N + 1)! := by
      funext y
      exact Finset.sum_range_succ (fun n => y ^ n / (n ! : ℝ)) (N + 1)
    rw [h]
    exact (ih.fun_add (hasDerivAt_term N x)).congr_deriv (by simp)

/-- At thickness `x ≥ 0` the deficit `x - ln S_N(x)` grows at the rate `(x^N/N!) / S_N(x)`,
the share of the highest recorded order in the recorded intensity. -/
theorem hasDerivAt_deficit (N : ℕ) {x : ℝ} (hx : 0 ≤ x) :
    HasDerivAt (fun y => y - Real.log (pluralSum N y)) (x ^ N / N ! / pluralSum N x) x := by
  have hne : pluralSum N x ≠ 0 := (zero_lt_one.trans_le (one_le_pluralSum N hx)).ne'
  refine ((hasDerivAt_id' x).fun_sub ((hasDerivAt_pluralSum N x).log hne)).congr_deriv ?_
  rw [sub_div, div_self hne, sub_sub_cancel]

private lemma nonneg_of_rate {f f' : ℝ → ℝ} {x : ℝ} (hx : 0 ≤ x) (h0 : f 0 = 0)
    (hf : ∀ t ∈ Icc 0 x, HasDerivAt f (f' t) t) (hf' : ∀ t ∈ Icc 0 x, 0 ≤ f' t) :
    0 ≤ f x := by
  have hm : MonotoneOn f (Icc 0 x) := by
    refine monotoneOn_of_deriv_nonneg (convex_Icc 0 x)
      (fun t ht => (hf t ht).continuousAt.continuousWithinAt)
      (fun t ht => (hf t (interior_subset ht)).differentiableAt.differentiableWithinAt)
      (fun t ht => ?_)
    rw [(hf t (interior_subset ht)).deriv]
    exact hf' t (interior_subset ht)
  have h := hm ⟨le_rfl, hx⟩ ⟨hx, le_rfl⟩ hx
  rwa [h0] at h

/-- For `x ≥ 0` the deficit `x - ln S_N(x)` is at most the first omitted term
`x^(N+1)/(N+1)!`. -/
theorem deficit_le (N : ℕ) {x : ℝ} (hx : 0 ≤ x) :
    x - Real.log (pluralSum N x) ≤ x ^ (N + 1) / (N + 1)! := by
  have h := nonneg_of_rate
    (f := fun t => t ^ (N + 1) / (N + 1)! - (t - Real.log (pluralSum N t)))
    (f' := fun t => t ^ N / N ! - t ^ N / N ! / pluralSum N t) hx
    (by simp [pluralSum_zero])
    (fun t ht => (hasDerivAt_term N t).fun_sub (hasDerivAt_deficit N ht.1))
    (fun t ht => by
      -- the recorded intensity is never less than the zero-loss peak
      have ht0 : 0 ≤ t := ht.1
      exact sub_nonneg.2 (div_le_self (by positivity) (one_le_pluralSum N ht0)))
  exact sub_nonneg.1 h

end

end DeficitLe
```

The compiler's answer:

```
Main.lean:77:28: error: Function expected at
  N
but this term has type
  ℕ

Note: Expected a function because this term is being applied to the argument
  !-t ^ N / N ! / pluralSum N t
```

What went wrong. The error is one of parsing. In Lean `!` is also the prefix for Boolean "not", and a minus sign can begin a term. So in `N ! - t ^ N / N ! / pluralSum N t`, where a space precedes the `!`, Lean did not read "N factorial, minus the rest". It read `N` as a function applied to the argument `!-t ^ N / N ! / pluralSum N t`. `N` is a natural number, so Lean reports that it expected a function.

The cure is to write the first factorial in the `f'` line as `(N ! : ℝ)`. The `!` is now followed by a colon, which cannot begin a term, so it can only be the factorial sign, and the minus becomes subtraction.

The other two type ascriptions are mere tidying. The second `N !` in that line is followed by `/`, which cannot begin a term either, and `(N + 1)!` in the `f` line has no space before its `!`, so it cannot be read as a function application.

The change, after which it compiles:

```diff
@@ -74,6 +74,6 @@
     x - Real.log (pluralSum N x) ≤ x ^ (N + 1) / (N + 1)! := by
   have h := nonneg_of_rate
-    (f := fun t => t ^ (N + 1) / (N + 1)! - (t - Real.log (pluralSum N t)))
-    (f' := fun t => t ^ N / N ! - t ^ N / N ! / pluralSum N t) hx
+    (f := fun t => t ^ (N + 1) / ((N + 1)! : ℝ) - (t - Real.log (pluralSum N t)))
+    (f' := fun t => t ^ N / (N ! : ℝ) - t ^ N / (N ! : ℝ) / pluralSum N t) hx
     (by simp [pluralSum_zero])
     (fun t ht => (hasDerivAt_term N t).fun_sub (hasDerivAt_deficit N ht.1))
```
